# Fermi-Dirac smearing error in the energy of a symmetric band with constant density of states

The theorem `energy_error` concerns non-interacting levels with constant density `g` on `[-W, W]`, with the chemical potential fixed at zero, the middle of the band. It states that the energy with Fermi-Dirac occupations, minus the energy with all levels below zero filled and those above empty, equals `2 * g` times the integral of `ε * fermi T ε` from `0` to `W`. Only the energy `E` is compared, with no entropy term. The proof reflects the negative half of the band onto the positive half by means of f(-ε) = 1 - f(ε), splits the full integral at zero, and combines the resulting equations.

In Lean, a first try:

```lean
import Mathlib

noncomputable section

namespace EnergyError

/-- Fermi-Dirac occupation of a level at energy `ε`, chemical potential zero and
temperature `T ≠ 0` (in energy units). -/
def fermi (T ε : ℝ) : ℝ := 1 / (1 + Real.exp (ε / T))

/-- Smeared energy `E` of a flat band of density `g` on `[-A, B]`, for `T ≠ 0`. -/
def bandEnergy (g A B T : ℝ) : ℝ := ∫ ε in (-A)..B, g * (ε * fermi T ε)

/-- Energy of the band without smearing: all levels from `-A` up to zero are filled. -/
def filledEnergy (g A : ℝ) : ℝ := ∫ ε in (-A)..0, g * ε

/-- The Fermi-Dirac occupation written with the Boltzmann factor `exp (-ε/T)`. -/
theorem fermi_eq (T ε : ℝ) :
    fermi T ε = Real.exp (-(ε / T)) / (1 + Real.exp (-(ε / T))) := by
  have he : Real.exp (-(ε / T)) * Real.exp (ε / T) = 1 := by
    rw [← Real.exp_add, neg_add_cancel, Real.exp_zero]
  rw [fermi, div_eq_div_iff (by positivity) (by positivity)]
  linear_combination -he

/-- The Fermi-Dirac occupation is a continuous function of the level energy. -/
theorem continuous_fermi (T : ℝ) : Continuous (fermi T) := by
  unfold fermi
  exact Continuous.div continuous_const (by fun_prop) (fun x => by positivity)

/-- The band filled from `-A` up to zero has energy `-g A²/2`. -/
theorem filledEnergy_eq (g A : ℝ) : filledEnergy g A = -(g * A ^ 2 / 2) := by
  rw [filledEnergy, intervalIntegral.integral_const_mul, integral_id]
  ring

/-- On `[-W, W]` the smearing error of `E` alone is `2 g` times the integral of `ε f(ε)` over
the levels above the chemical potential. -/
theorem energy_error (g W T : ℝ) :
    bandEnergy g W W T - filledEnergy g W = 2 * g * ∫ ε in (0 : ℝ)..W, ε * fermi T ε := by
  have c1 : Continuous (fun ε => g * (ε * fermi T ε)) :=
    continuous_const.mul (continuous_id.mul (continuous_fermi T))
  have c2 : Continuous (fun ε : ℝ => g * ε) := by fun_prop
  -- particle-hole symmetry of the occupations
  have e : ∀ x, g * (-x * fermi T (-x)) = g * (x * fermi T x) - g * x := by
    intro x
    have hp : 1 + Real.exp (-(x / T)) ≠ 0 := by positivity
    have hn : fermi T (-x) = 1 - fermi T x := by
      rw [fermi_eq T x, fermi, neg_div, eq_sub_iff_add_eq, ← add_div, div_self hp]
    rw [hn]
    ring
  have h1 := intervalIntegral.integral_comp_neg (a := 0) (b := W)
    (fun x => g * (x * fermi T x))
  simp only [e, neg_zero] at h1
  rw [intervalIntegral.integral_sub (c1.intervalIntegrable _ _) (c2.intervalIntegrable _ _),
    intervalIntegral.integral_const_mul, intervalIntegral.integral_const_mul,
    integral_id] at h1
  have h2 := intervalIntegral.integral_add_adjacent_intervals
    (c1.intervalIntegrable (-W) 0) (c1.intervalIntegrable 0 W)
  have h3 : (∫ x in (0 : ℝ)..W, g * (x * fermi T x))
      = g * ∫ x in (0 : ℝ)..W, x * fermi T x := intervalIntegral.integral_const_mul _ _
  rw [filledEnergy_eq, bandEnergy]
  linear_combination h3 - h2 - h1

end EnergyError
```

The compiler's answer:

```
Main.lean:57:36: error: typeclass instance problem is stuck
  MeasureTheory.IsLocallyFiniteMeasure ?m.278

Note: Lean will not try to resolve this typeclass instance problem because the fourth type argument to `MeasureTheory.IsLocallyFiniteMeasure` is a metavariable. This argument must be fully determined before Lean will try to resolve the typeclass.

Hint: Adding type annotations and supplying implicit arguments to functions can give Lean more information for typeclass resolution. For example, if you have a variable `x` that you intend to be a `Nat`, but Lean reports it as having an unresolved type like `?m`, replacing `x` with `(x : Nat)` can get typeclass resolution un-stuck.
```

Diagnosis. The error arises in `h2`, which was to split the integral at zero. `Continuous.intervalIntegrable` gives integrability with respect to any locally finite measure, and the measure is an implicit argument. The original `h2` had no stated type, and continuity of the integrand, even with the endpoints given, does not say which measure is meant. The measure therefore remained the metavariable `?m.278`, and Lean would not search for an instance of `MeasureTheory.IsLocallyFiniteMeasure` for it.

The repair states the equation that `h2` is to prove. Its integrals, written without an explicit measure, use the default `volume`, so matching the lemma with this equation fixes the measure and the instance can be found. The stated integrals also fix the endpoints, so replacing `(-W) 0` and `0 W` by underscores is mere tidying. The lemma used and the mathematical step are unchanged.

Lean accepts the file once it reads:

```diff
@@ -54,6 +54,8 @@
     intervalIntegral.integral_const_mul, intervalIntegral.integral_const_mul,
     integral_id] at h1
-  have h2 := intervalIntegral.integral_add_adjacent_intervals
-    (c1.intervalIntegrable (-W) 0) (c1.intervalIntegrable 0 W)
+  have h2 : (∫ x in (-W)..0, g * (x * fermi T x)) + (∫ x in (0 : ℝ)..W, g * (x * fermi T x))
+      = ∫ x in (-W)..W, g * (x * fermi T x) :=
+    intervalIntegral.integral_add_adjacent_intervals
+      (c1.intervalIntegrable _ _) (c1.intervalIntegrable _ _)
   have h3 : (∫ x in (0 : ℝ)..W, g * (x * fermi T x))
       = g * ∫ x in (0 : ℝ)..W, x * fermi T x := intervalIntegral.integral_const_mul _ _
```
